# Four equivalent conditions for nested orthogonal projectors

For orthogonal projectors $P$ and $Q$ on a complex inner-product space, these conditions are equivalent:

1. $QP=P$
2. $\|Px\|\le\|Qx\|$ for every vector $x$
3. $(Q-P)^2=Q-P$
4. $\operatorname{range}P\subseteq\operatorname{range}Q$

## Nested subspaces and probabilities

In quantum mechanics, for yes–no measurements described by orthogonal projectors, $\|Px\|^2$ is the probability of "yes" in a normalised state $x$. Condition 2 then says that $P$ is never more probable than $Q$, whatever the state. Condition 4 gives the geometry: every state certain to pass $P$ is certain to pass $Q$.

## The derivation by adjoints and norms

A projector satisfies $\langle Px,y\rangle=\langle x,Py\rangle$ and $P^2=P$. Hence

$$\|Px\|^2=\langle Px,Px\rangle=\langle x,P^2x\rangle=\operatorname{Re}\langle x,Px\rangle .$$

By Cauchy–Schwarz, $\|Px\|^2\le\|x\|\,\|Px\|$, so $\|Px\|\le\|x\|$.

**Changing the order.** If $QP=P$, then for all $v,x$

$$\langle v,PQx\rangle=\langle QPv,x\rangle=\langle Pv,x\rangle=\langle v,Px\rangle,$$

so $PQ=P$. The converse follows in the same way.

**1 implies 3.** Both products equal $P$, so
$$(Q-P)^2=Q-QP-PQ+P=Q-P.$$

**3 implies 2.** The difference $Q-P$ is symmetric, and now idempotent, so it is a projector. Therefore
$$0\le\|(Q-P)x\|^2=\operatorname{Re}\langle x,(Q-P)x\rangle=\|Qx\|^2-\|Px\|^2.$$

**2 implies 1.** Since $Q(x-Qx)=0$, condition 2 gives $\|P(x-Qx)\|\le0$. Thus $Px=PQx$ for every $x$, and changing the order gives $QP=P$.

**1 is equivalent to 4.** If $QP=P$, then $Px=Q(Px)$ lies in the range of $Q$. Conversely, if $Px=Qz$ for some $z$, then $QPx=Q^2z=Qz=Px$.

## An order, and the projector onto the difference

Write $P\preceq Q$ for $QP=P$. Idempotency gives $P\preceq P$. If $P\preceq Q$ and $Q\preceq P$, then $P=PQ=Q$. If $P\preceq Q$ and $Q\preceq R$, then $RP=RQP=QP=P$. The relation is therefore a partial order on projectors.

For $P\preceq Q$, the range of $Q-P$ is $\operatorname{range}Q\cap\ker P$. Indeed, $(Q-P)x=Q(x-Px)$ and $P(Q-P)x=Px-Px=0$. Conversely, if $y=Qz$ and $Py=0$, then $(Q-P)y=y$.

## Testing containment of orbital spaces

Suppose that the orthonormal columns of matrices $U$ and $V$ span two orbital spaces in an orthonormal basis, with $P=UU^\dagger$ and $Q=VV^\dagger$. Then $QP=P$ is equivalent to $V(V^\dagger U)=U$. A program can test the norm of $U-V(V^\dagger U)$ against a tolerance without forming either projector.

## The Lean statement and file

`IsProjector P` says that the linear map `P : E →ₗ[ℂ] E` is symmetric for the inner product and idempotent. The product `Q * P` means that `P` acts first, and `≤` between ranges is inclusion of subspaces. Neither completeness nor finite dimension is assumed. The maps act on all of `E`, and both projectors are given: the theorem does not construct a projector for a prescribed subspace.

`List.TFAE` states that the listed conditions are equivalent. The concrete example, `coordProj S`, keeps the amplitudes of a finite basis whose labels lie in `S` and sets the others to zero.

```lean
import Mathlib

open scoped InnerProductSpace

namespace NestedProjectors

variable {E : Type*} [NormedAddCommGroup E] [InnerProductSpace ℂ E]

/-- An orthogonal projector: a linear map that is symmetric for the inner product
and idempotent. -/
structure IsProjector (P : E →ₗ[ℂ] E) : Prop where
  symm : ∀ x y, ⟪P x, y⟫_ℂ = ⟪x, P y⟫_ℂ
  idem : P * P = P

/-- Projecting a state twice is the same as projecting it once. -/
theorem IsProjector.idem_apply {P : E →ₗ[ℂ] E} (hP : IsProjector P) (x : E) :
    P (P x) = P x :=
  LinearMap.congr_fun hP.idem x

/-- The squared norm of the projected vector is the real part of the matrix element
of the projector in the state `x`. -/
theorem IsProjector.norm_sq {P : E →ₗ[ℂ] E} (hP : IsProjector P) (x : E) :
    ‖P x‖ ^ 2 = (⟪x, P x⟫_ℂ).re := by
  have h : (⟪P x, P x⟫_ℂ).re = ‖P x‖ ^ 2 := inner_self_eq_norm_sq (𝕜 := ℂ) (P x)
  rw [hP.symm, hP.idem_apply] at h
  exact h.symm

/-- A projector never increases the norm of a vector. -/
theorem IsProjector.norm_le {P : E →ₗ[ℂ] E} (hP : IsProjector P) (x : E) :
    ‖P x‖ ≤ ‖x‖ := by
  have h1 := hP.norm_sq x
  have h2 := Complex.re_le_norm ⟪x, P x⟫_ℂ
  have h3 : ‖⟪x, P x⟫_ℂ‖ ≤ ‖x‖ * ‖P x‖ := norm_inner_le_norm x (P x)
  by_contra hlt
  have hlt' : ‖x‖ < ‖P x‖ := not_le.mp hlt
  have hp : 0 < ‖P x‖ := lt_of_le_of_lt (norm_nonneg x) hlt'
  nlinarith [mul_lt_mul_of_pos_right hlt' hp]

/-- For two projectors, `Q` leaves the output of `P` unchanged exactly when
applying `Q` before `P` makes no difference. -/
theorem mul_eq_iff_mul_eq {P Q : E →ₗ[ℂ] E} (hP : IsProjector P) (hQ : IsProjector Q) :
    Q * P = P ↔ P * Q = P := by
  constructor
  · intro h
    refine LinearMap.ext fun x => ext_inner_left ℂ fun v => ?_
    have hv : Q (P v) = P v := LinearMap.congr_fun h v
    -- move both projectors to the other side of the inner product
    change ⟪v, P (Q x)⟫_ℂ = ⟪v, P x⟫_ℂ
    rw [← hP.symm, ← hQ.symm, hv, hP.symm]
  · intro h
    refine LinearMap.ext fun x => ext_inner_left ℂ fun v => ?_
    have hv : P (Q v) = P v := LinearMap.congr_fun h v
    change ⟪v, Q (P x)⟫_ℂ = ⟪v, P x⟫_ℂ
    rw [← hQ.symm, ← hP.symm, hv, hP.symm]

/-- For projectors `P` and `Q` the following are equivalent: `QP = P`; the projection by `P`
is never longer than that by `Q`; `Q - P` is idempotent; the range of `P` lies in that
of `Q`. -/
theorem nested_tfae {P Q : E →ₗ[ℂ] E} (hP : IsProjector P) (hQ : IsProjector Q) :
    List.TFAE [Q * P = P,
      ∀ x, ‖P x‖ ≤ ‖Q x‖,
      (Q - P) * (Q - P) = Q - P,
      LinearMap.range P ≤ LinearMap.range Q] := by
  tfae_have 1 → 3 := by
    intro h
    have h' := (mul_eq_iff_mul_eq hP hQ).mp h
    rw [sub_mul, mul_sub, mul_sub, hQ.idem, hP.idem, h, h']
    abel
  tfae_have 3 → 2 := by
    intro h x
    -- the difference is itself a projector, so its weight in `x` is nonnegative
    have hD : IsProjector (Q - P) :=
      ⟨fun a b => by
        rw [LinearMap.sub_apply, LinearMap.sub_apply, inner_sub_left, inner_sub_right,
          hQ.symm, hP.symm], h⟩
    have h1 := hD.norm_sq x
    rw [LinearMap.sub_apply, inner_sub_right, Complex.sub_re, ← hQ.norm_sq,
      ← hP.norm_sq] at h1
    have h2 : ‖P x‖ ^ 2 ≤ ‖Q x‖ ^ 2 := by
      linarith [sq_nonneg ‖Q x - P x‖]
    exact le_of_sq_le_sq h2 (norm_nonneg _)
  tfae_have 2 → 1 := by
    intro h
    refine (mul_eq_iff_mul_eq hP hQ).mpr (LinearMap.ext fun x => ?_)
    -- `Q` annihilates `x - Q x`, hence so does `P`
    have h1 := h (x - Q x)
    rw [map_sub Q, hQ.idem_apply, sub_self, norm_zero] at h1
    have h2 : P (x - Q x) = 0 := norm_le_zero_iff.mp h1
    rw [map_sub] at h2
    exact (sub_eq_zero.mp h2).symm
  tfae_have 1 → 4 := by
    rintro h _ ⟨x, rfl⟩
    exact ⟨P x, LinearMap.congr_fun h x⟩
  tfae_have 4 → 1 := by
    intro h
    refine LinearMap.ext fun x => ?_
    obtain ⟨z, hz⟩ := h ⟨x, rfl⟩
    change Q (P x) = P x
    rw [← hz, hQ.idem_apply]
  tfae_finish

/-- Two projectors that are each nested in the other are equal. -/
theorem nested_antisymm {P Q : E →ₗ[ℂ] E} (hP : IsProjector P) (hQ : IsProjector Q)
    (hPQ : Q * P = P) (hQP : P * Q = Q) : P = Q :=
  ((mul_eq_iff_mul_eq hP hQ).mp hPQ).symm.trans hQP

/-- Nesting is transitive: if `P` is nested in `Q` and `Q` in `R`, then `P` is nested
in `R`. -/
theorem nested_trans {P Q R : E →ₗ[ℂ] E} (hPQ : Q * P = P) (hQR : R * Q = Q) :
    R * P = P := by
  rw [← hPQ, ← mul_assoc, hQR]

/-- For nested projectors, the range of `Q - P` consists of the vectors in the range of `Q`
that `P` annihilates. -/
theorem range_sub_of_nested {P Q : E →ₗ[ℂ] E} (hP : IsProjector P) (hQ : IsProjector Q)
    (h : Q * P = P) :
    LinearMap.range (Q - P) = LinearMap.range Q ⊓ LinearMap.ker P := by
  have h' := (mul_eq_iff_mul_eq hP hQ).mp h
  ext y
  constructor
  · rintro ⟨x, rfl⟩
    have h1 : Q (P x) = P x := LinearMap.congr_fun h x
    have h2 : P (Q x) = P x := LinearMap.congr_fun h' x
    refine ⟨⟨x - P x, ?_⟩, ?_⟩
    · rw [map_sub, h1, LinearMap.sub_apply]
    · change P (Q x - P x) = 0
      rw [map_sub, h2, hP.idem_apply, sub_self]
  · rintro ⟨⟨z, rfl⟩, hz⟩
    have hz' : P (Q z) = 0 := hz
    exact ⟨Q z, by rw [LinearMap.sub_apply, hQ.idem_apply, hz', sub_zero]⟩

variable {ι : Type*} [Fintype ι] [DecidableEq ι]

/-- The map that keeps the amplitudes of the basis states in `S` and deletes all others. -/
noncomputable def coordProj (S : Finset ι) :
    EuclideanSpace ℂ ι →ₗ[ℂ] EuclideanSpace ℂ ι where
  toFun x := WithLp.toLp 2 (fun i => if i ∈ S then x i else 0)
  map_add' x y := by
    ext i
    by_cases h : i ∈ S <;> simp [h]
  map_smul' c x := by
    ext i
    by_cases h : i ∈ S <;> simp [h]

/-- Selecting the basis states in a set `S` is a projector, and two such projectors are nested
exactly when their sets of basis states are. -/
theorem coordProj_witness (S T : Finset ι) :
    IsProjector (coordProj S) ∧ IsProjector (coordProj T) ∧
      (coordProj T * coordProj S = coordProj S ↔ S ⊆ T) := by
  have happ : ∀ (U : Finset ι) (x : EuclideanSpace ℂ ι) (i : ι),
      coordProj U x i = if i ∈ U then x i else 0 := fun _ _ _ => rfl
  have hproj : ∀ U : Finset ι, IsProjector (coordProj U) := by
    intro U
    refine ⟨fun x y => ?_, LinearMap.ext fun x => ?_⟩
    · rw [PiLp.inner_apply, PiLp.inner_apply]
      refine Finset.sum_congr rfl fun i _ => ?_
      by_cases h : i ∈ U <;> simp [happ, h]
    · ext i
      change coordProj U (coordProj U x) i = coordProj U x i
      by_cases h : i ∈ U <;> simp [happ, h]
  refine ⟨hproj S, hproj T, fun h i hi => ?_, fun hST => LinearMap.ext fun x => ?_⟩
  · -- test on the vector with all amplitudes equal to one
    by_contra hT
    have h1 := congrArg (fun v : EuclideanSpace ℂ ι => v i)
      (LinearMap.congr_fun h (WithLp.toLp 2 (fun _ => (1 : ℂ))))
    change coordProj T (coordProj S _) i = coordProj S _ i at h1
    simp [happ, hi, hT] at h1
  · ext i
    change coordProj T (coordProj S x) i = coordProj S x i
    by_cases hi : i ∈ S
    · simp [happ, hi, hST hi]
    · simp [happ, hi]

end NestedProjectors
```

```lean
#print axioms NestedProjectors.nested_tfae
#print axioms NestedProjectors.nested_antisymm
#print axioms NestedProjectors.nested_trans
#print axioms NestedProjectors.range_sub_of_nested
```

```
'NestedProjectors.nested_tfae' depends on axioms: [propext, Classical.choice, Quot.sound]
'NestedProjectors.nested_antisymm' depends on axioms: [propext, Classical.choice, Quot.sound]
'NestedProjectors.nested_trans' depends on axioms: [propext, Classical.choice, Quot.sound]
'NestedProjectors.range_sub_of_nested' depends on axioms: [propext, Classical.choice, Quot.sound]
```

## How the proof follows the algebra

`IsProjector.norm_sq` is the norm identity, and `mul_eq_iff_mul_eq` changes the order of the product by moving the projectors across the inner product. `IsProjector.norm_le` proves the contraction bound by contradiction; the equivalence does not need it.

In `nested_tfae`, the implications 1 → 3 → 2 → 1 form a cycle, and 1 ↔ 4 attaches the range condition. The first step expands the square. The second builds `hD`, the proof that the difference is a projector, and applies `norm_sq` to it. The third inserts `x - Q x` into the norm inequality. `tfae_finish` combines the implications.

`nested_antisymm` and `nested_trans` supply the order laws, while `range_sub_of_nested` proves the two inclusions for the difference.

`coordProj_witness` shows that nesting of coordinate projectors is exactly $S\subseteq T$. If $i\in S$ but $i\notin T$, the all-ones vector exposes the failure: component $i$ is 0 after both projections but 1 after `coordProj S` alone. For the normalised vector with $n$ basis states, that 1 becomes $1/\sqrt n$.

## The same argument for orthogonal ranges

A similar argument shows that $QP=0$ exactly when $P+Q$ is idempotent. If $QP=0$, taking adjoints gives $PQ=0$, and the cross terms in $(P+Q)^2$ vanish. Conversely, if $P+Q$ is a projector, its contraction bound gives $\|Px\|^2+\|Qx\|^2\le\|x\|^2$; setting $x=Py$ forces $QPy=0$. This variant is not proved in the Lean file.
